# The periodic energy of an exponential charge in a fixed cubic cell tends to zero as the charge spreads

In a standard supercell calculation a charged defect is repeated in every cell, and a uniform background neutralises the array. Suppose the defect charge \(q\) is modelled by a rigid exponential cloud. How does the electrostatic energy per cell respond when the cloud becomes more diffuse while the cell keeps its size?

```lean
import Mathlib

open MeasureTheory Filter Set Topology
open scoped Real

namespace ExponentialChargeSupercell

noncomputable section
```

The cloud has decay length \(l>0\) and charge density \(q\rho(r)\), where \(r\) is the distance from its centre and

\[ \rho(r)=\frac{e^{-r/l}}{8\pi l^3}. \]

```lean
/-- The spherical density `exp(-r/l) / (8 π l³)` with decay length `l > 0`. -/
def density (l r : ℝ) : ℝ := Real.exp (-r / l) / (8 * π * l ^ 3)
```

Its Fourier transform depends only on the wave number \(k\). The form factor is defined by the radial integral

\[ F(k)=\int_0^\infty 4\pi r^2\rho(r)\,\frac{\sin kr}{kr}\,dr, \]

with \(\sin(kr)/(kr)\) read as 1 at \(k=0\). This is Lean's `Real.sinc`.

```lean
/-- The radial form factor: the integral of `4 π r² ρ(r) sin(kr)/(kr)` over `r > 0`,
for decay length `l > 0`. -/
def formFactor (l k : ℝ) : ℝ :=
  ∫ r in Ioi (0 : ℝ), 4 * π * r ^ 2 * density l r * Real.sinc (k * r)
```

For a cubic cell of side \(L>0\), the reciprocal vectors \(G=(2\pi/L)\,n\) are labelled by integer triples \(n=(x,y,z)\). Only their lengths are needed.

```lean
/-- The length of the vector `G = (2π/L) n` of the reciprocal lattice of a cubic cell
of side `L > 0`. -/
def waveNumber (L : ℝ) (n : ℤ × ℤ × ℤ) : ℝ :=
  2 * π / L * Real.sqrt ((n.1 : ℝ) ^ 2 + (n.2.1 : ℝ) ^ 2 + (n.2.2 : ℝ) ^ 2)
```

Each nonzero \(G\) contributes \(F(|G|)^2/|G|^2\). The type `{n : ℤ × ℤ × ℤ // n ≠ 0}` excludes \(G=0\), the component that the background cancels.

```lean
/-- The contribution `F(|G|)² / |G|²` of one nonzero `G`, for `L > 0` and `l > 0`. -/
def latticeTerm (L l : ℝ) (n : {n : ℤ × ℤ × ℤ // n ≠ 0}) : ℝ :=
  formFactor l (waveNumber L n.1) ^ 2 / waveNumber L n.1 ^ 2
```

In units where two point charges \(q\) at distance \(r\) interact with energy \(q^2/r\), the energy per cell is

\[ E(l)=\frac{2\pi q^2}{L^3}\sum_{G\neq0}\frac{F(|G|)^2}{|G|^2}. \]

It includes the cloud's own Coulomb energy and no dielectric screening.

```lean
/-- The periodic energy `(2π q²/L³) ∑ F(|G|)²/|G|²` over nonzero `G`, for a charge `q` of
decay length `l > 0` in a cubic cell of side `L > 0`. -/
def periodicEnergy (q L l : ℝ) : ℝ :=
  2 * π * q ^ 2 / L ^ 3 * ∑' n, latticeTerm L l n
```

## (a) Total charge of the cloud

Show that \(\rho\) is normalised:

\[ \int_0^\infty 4\pi r^2\rho(r)\,dr=1. \]

**Solution.** The integrand is \(r^2e^{-r/l}/(2l^3)\), and \(\int_0^\infty r^2e^{-r/l}dr=\Gamma(3)\,l^3=2l^3\). The quotient is 1. In the proof, `hc` rewrites the integrand in this form, and Mathlib's Gamma integral supplies the value.

```lean
/-- For `l > 0` the exponential density carries unit total charge. -/
theorem density_normalised {l : ℝ} (hl : 0 < l) :
    ∫ r in Ioi (0 : ℝ), 4 * π * r ^ 2 * density l r = 1 := by
  have h := Real.integral_rpow_mul_exp_neg_mul_Ioi (a := 3) (r := 1 / l)
    (by norm_num) (by positivity)
  have hG : Real.Gamma 3 = 2 := by
    rw [show (3 : ℝ) = ((2 : ℕ) : ℝ) + 1 by norm_num, Real.Gamma_nat_eq_factorial]
    norm_num [Nat.factorial]
  have hp : (1 / (1 / l)) ^ (3 : ℝ) = l ^ 3 := by
    rw [one_div_one_div, show (3 : ℝ) = ((3 : ℕ) : ℝ) by norm_num, Real.rpow_natCast]
  have hc : ∫ r in Ioi (0 : ℝ), 4 * π * r ^ 2 * density l r = ∫ r in Ioi (0 : ℝ),
      1 / (2 * l ^ 3) * (r ^ ((3 : ℝ) - 1) * Real.exp (-(1 / l * r))) := by
    refine setIntegral_congr_fun measurableSet_Ioi (fun r _ => ?_)
    have h2 : r ^ ((3 : ℝ) - 1) = r ^ 2 := by
      rw [show (3 : ℝ) - 1 = ((2 : ℕ) : ℝ) by norm_num, Real.rpow_natCast]
    have he : -(1 / l * r) = -r / l := by ring
    simp only [density, h2, he]
    generalize Real.exp (-r / l) = E
    field_simp
    ring
  rw [hc, integral_const_mul, h, hG, hp]
  field_simp
```

## (b) A damped sine integral

For \(a>0\) and real \(k\), show that

\[ \int_0^\infty r e^{-ar}\sin(kr)\,dr=\frac{2ak}{(a^2+k^2)^2}. \]

**Solution.** Put \(D=a^2+k^2\) and

\[ p=\frac{ar}{D}+\frac{a^2-k^2}{D^2},\qquad s=\frac{kr}{D}+\frac{2ak}{D^2}. \]

Let \(P(r)=-e^{-ar}(p\sin kr+s\cos kr)\). Then

\[ P'=e^{-ar}\big[(ap+ks-p')\sin kr+(as-kp-s')\cos kr\big]. \]

Here \(ap+ks=r+a/D\) and \(p'=a/D\), while \(as-kp=k/D=s'\). Hence \(P'=re^{-ar}\sin kr\). Since \(P\to0\) at infinity and \(P(0)=-2ak/D^2\), the result follows.

In Lean, `u` stands for \(1/D\), `hP` checks the derivative and `hlim` the limit at infinity. The bound \(|\sin kr|\le1\) gives integrability in `hint`.

```lean
/-- For `a > 0`, the integral of `r exp(-ar) sin(kr)` over `r > 0` is `2ak/(a²+k²)²`. -/
theorem damped_sine_integral {a : ℝ} (ha : 0 < a) (k : ℝ) :
    ∫ r in Ioi (0 : ℝ), r * Real.exp (-(a * r)) * Real.sin (k * r) =
      2 * a * k / (a ^ 2 + k ^ 2) ^ 2 := by
  have hD : a ^ 2 + k ^ 2 ≠ 0 := by positivity
  obtain ⟨u, hu⟩ : ∃ u, (a ^ 2 + k ^ 2) * u = 1 := ⟨_, mul_inv_cancel₀ hD⟩
  -- an explicit antiderivative
  have hP : ∀ r : ℝ, HasDerivAt (fun r : ℝ => -(Real.exp (-(a * r)) *
      ((r * (a * u) + (a ^ 2 - k ^ 2) * u ^ 2) * Real.sin (k * r) +
        (r * (k * u) + 2 * a * k * u ^ 2) * Real.cos (k * r))))
      (r * Real.exp (-(a * r)) * Real.sin (k * r)) r := by
    intro r
    have he := (((hasDerivAt_id' r).const_mul a).fun_neg).exp
    have hk := (hasDerivAt_id' r).const_mul k
    have hp := ((hasDerivAt_id' r).mul_const (a * u)).add_const ((a ^ 2 - k ^ 2) * u ^ 2)
    have hq := ((hasDerivAt_id' r).mul_const (k * u)).add_const (2 * a * k * u ^ 2)
    refine (he.fun_mul ((hp.fun_mul hk.sin).fun_add (hq.fun_mul hk.cos))).fun_neg.congr_deriv ?_
    linear_combination (Real.exp (-(a * r)) * (Real.sin (k * r) * (r + a * u) +
      Real.cos (k * r) * k * u)) * hu
  -- the antiderivative vanishes at infinity
  have hlin : Tendsto (fun r : ℝ => a * r) atTop atTop := tendsto_id.const_mul_atTop ha
  have hE0 : Tendsto (fun r : ℝ => Real.exp (-(a * r))) atTop (𝓝 0) :=
    ((Real.tendsto_pow_mul_exp_neg_atTop_nhds_zero 0).comp hlin).congr (fun r => by simp)
  have hE1 : Tendsto (fun r : ℝ => r * Real.exp (-(a * r))) atTop (𝓝 0) := by
    have h := ((Real.tendsto_pow_mul_exp_neg_atTop_nhds_zero 1).comp hlin).const_mul a⁻¹
    rw [mul_zero] at h
    refine h.congr (fun r => ?_)
    simp only [Function.comp_apply, pow_one]
    rw [mul_assoc a, inv_mul_cancel_left₀ ha.ne']
  have hEA : ∀ p c : ℝ, Tendsto (fun r : ℝ => Real.exp (-(a * r)) * (r * p + c))
      atTop (𝓝 0) := by
    intro p c
    have h := (hE1.mul_const p).add (hE0.mul_const c)
    simp only [zero_mul, add_zero] at h
    exact h.congr (fun r => by ring)
  have hb : ∀ f g : ℝ → ℝ, Tendsto f atTop (𝓝 0) → (∀ r, |g r| ≤ 1) →
      Tendsto (fun r => f r * g r) atTop (𝓝 0) := by
    intro f g hf hg
    have h0 : Tendsto (fun r => |f r|) atTop (𝓝 0) := by simpa using hf.abs
    refine squeeze_zero_norm (fun r => ?_) h0
    rw [norm_mul, Real.norm_eq_abs, Real.norm_eq_abs]
    exact mul_le_of_le_one_right (abs_nonneg _) (hg r)
  have hlim : Tendsto (fun r : ℝ => -(Real.exp (-(a * r)) *
      ((r * (a * u) + (a ^ 2 - k ^ 2) * u ^ 2) * Real.sin (k * r) +
        (r * (k * u) + 2 * a * k * u ^ 2) * Real.cos (k * r)))) atTop (𝓝 0) := by
    have h := ((hb _ (fun r => Real.sin (k * r)) (hEA (a * u) ((a ^ 2 - k ^ 2) * u ^ 2))
      (fun r => Real.abs_sin_le_one _)).add
      (hb _ (fun r => Real.cos (k * r)) (hEA (k * u) (2 * a * k * u ^ 2))
      (fun r => Real.abs_cos_le_one _))).neg
    simp only [add_zero, neg_zero] at h
    exact h.congr (fun r => by ring)
  -- the integrand is dominated by that of a Gamma integral
  have hI : IntegrableOn (fun r : ℝ => r ^ ((2 : ℝ) - 1) * Real.exp (-(a * r))) (Ioi 0) := by
    by_contra hn
    have h := Real.integral_rpow_mul_exp_neg_mul_Ioi (a := 2) two_pos ha
    rw [integral_undef hn] at h
    exact (mul_pos (Real.rpow_pos_of_pos (one_div_pos.mpr ha) _)
      (Real.Gamma_pos_of_pos two_pos)).ne h
  rw [show (2 : ℝ) - 1 = 1 by norm_num] at hI
  simp only [Real.rpow_one] at hI
  have hint : IntegrableOn (fun r : ℝ => r * Real.exp (-(a * r)) * Real.sin (k * r))
      (Ioi 0) := by
    refine Integrable.mono hI (Continuous.aestronglyMeasurable (by fun_prop))
      (ae_of_all _ (fun r => ?_))
    rw [norm_mul _ (Real.sin (k * r)), Real.norm_eq_abs (Real.sin (k * r))]
    exact mul_le_of_le_one_right (norm_nonneg _) (Real.abs_sin_le_one _)
  rw [integral_Ioi_of_hasDerivAt_of_tendsto' (fun r _ => hP r) hint hlim, eq_comm,
    div_eq_iff (pow_ne_zero 2 hD)]
  simp only [mul_zero, neg_zero, Real.exp_zero, Real.sin_zero, Real.cos_zero]
  linear_combination (-(2 * a * k) * ((a ^ 2 + k ^ 2) * u + 1)) * hu
```

## (c) The form factor in closed form

Show that, for every real \(k\),

\[ F(k)=\frac{1}{(1+k^2l^2)^2}. \]

**Solution.** At \(k=0\) this is part (a). For \(k\ne0\), cancel one factor of \(r\) and use part (b) with \(a=1/l\):

\[ F(k)=\frac{1}{2l^3k}\int_0^\infty re^{-r/l}\sin(kr)\,dr
=\frac{1}{2l^3k}\cdot\frac{2k/l}{(1+k^2l^2)^2/l^4}
=\frac{1}{(1+k^2l^2)^2}. \]

The proof makes the same case split.

```lean
/-- For `l > 0` the radial form factor of the exponential density is `(1 + k²l²)⁻²`. -/
theorem formFactor_eq {l : ℝ} (hl : 0 < l) (k : ℝ) :
    formFactor l k = 1 / (1 + k ^ 2 * l ^ 2) ^ 2 := by
  by_cases hk : k = 0
  · subst hk
    simp only [formFactor, zero_mul, Real.sinc_zero, mul_one]
    rw [density_normalised hl]
    norm_num
  have hc : formFactor l k = ∫ r in Ioi (0 : ℝ), 1 / (2 * l ^ 3 * k) *
      (r * Real.exp (-(1 / l * r)) * Real.sin (k * r)) := by
    refine setIntegral_congr_fun measurableSet_Ioi (fun r hr => ?_)
    have hr0 : r ≠ 0 := ne_of_gt hr
    have he : -(1 / l * r) = -r / l := by ring
    simp only [density, he, Real.sinc_of_ne_zero (mul_ne_zero hk hr0)]
    generalize Real.exp (-r / l) = E
    generalize Real.sin (k * r) = S
    field_simp
    ring
  have e : (1 / l) ^ 2 + k ^ 2 = (1 + k ^ 2 * l ^ 2) / l ^ 2 := by
    rw [eq_div_iff (pow_ne_zero 2 hl.ne'), add_mul, ← mul_pow,
      one_div_mul_cancel hl.ne', one_pow]
  have hT : 1 + k ^ 2 * l ^ 2 ≠ 0 := by positivity
  rw [hc, integral_const_mul, damped_sine_integral (by positivity), e]
  field_simp
```

## (d) The shortest reciprocal vector

Show that \(n\neq0\) implies

\[ |G|\ge\frac{2\pi}{L}. \]

**Solution.** If \(x,y,z\) are integers and not all zero, then \(x^2+y^2+z^2\ge1\). Take the square root and multiply by \(2\pi/L\). Without the condition \(n\ne0\) the bound fails: \(n=(0,0,0)\) gives \(|G|=0\).

```lean
/-- In a cubic cell of side `L > 0` every nonzero `G` has length at least `2π/L`. -/
theorem le_waveNumber {L : ℝ} (hL : 0 < L) {n : ℤ × ℤ × ℤ} (hn : n ≠ 0) :
    2 * π / L ≤ waveNumber L n := by
  obtain ⟨x, y, z⟩ := n
  have h : 1 ≤ x ^ 2 + y ^ 2 + z ^ 2 := by
    by_contra h
    have h' := not_le.mp h
    have sx := sq_nonneg x
    have sy := sq_nonneg y
    have sz := sq_nonneg z
    have hx : x = 0 := (pow_eq_zero_iff two_ne_zero).mp (le_antisymm (by linarith) sx)
    have hy : y = 0 := (pow_eq_zero_iff two_ne_zero).mp (le_antisymm (by linarith) sy)
    have hz : z = 0 := (pow_eq_zero_iff two_ne_zero).mp (le_antisymm (by linarith) sz)
    exact hn (by simp [hx, hy, hz])
  have hs : 1 ≤ Real.sqrt ((x : ℝ) ^ 2 + (y : ℝ) ^ 2 + (z : ℝ) ^ 2) :=
    (Real.le_sqrt' one_pos).mpr (by rw [one_pow]; exact_mod_cast h)
  exact le_mul_of_one_le_right (by positivity) hs
```

## (e) Convergence of the lattice sum

Show that

\[ \sum_{G\ne0}\frac{F(|G|)^2}{|G|^2}<\infty. \]

**Solution.** Let \(c=(2\pi l/L)^2\), \(X=cx^2\), \(Y=cy^2\), \(Z=cz^2\) and \(T=1+X+Y+Z\). Then \(|G|^2l^2=X+Y+Z\), and each term equals \(1/(|G|^2T^4)\). Since \((1+X)(1+Y)(1+Z)\le T^3\le T^4\), part (d) gives

\[ \frac{F(|G|)^2}{|G|^2}\le\Big(\frac{L}{2\pi}\Big)^2\frac{1}{(1+X)(1+Y)(1+Z)}. \]

The bound is a constant times a product of three one-dimensional Lorentzians. Each is summable because

\[ \sum_{m\in\mathbb Z}\frac1{1+cm^2}\le1+\frac1c\sum_{m\ne0}\frac1{m^2}. \]

These are `hg` for one dimension, `hprod` for the product, and the final `calc` for the comparison.

A program can evaluate this sum by looping over integer triples, skipping \((0,0,0)\) and stopping at a cutoff. The terms decay as \(|G|^{-10}\) once \(|G|l\gg1\), so a compact cloud, with small \(l/L\), needs more vectors before that decay sets in.

```lean
/-- For `L > 0` and `l > 0` the sum of `F(|G|)²/|G|²` over nonzero `G` converges. -/
theorem summable_latticeTerm {L l : ℝ} (hL : 0 < L) (hl : 0 < l) :
    Summable (latticeTerm L l) := by
  obtain ⟨c, hc⟩ : ∃ c : ℝ, c = (2 * π / L) ^ 2 * l ^ 2 := ⟨_, rfl⟩
  have hc0 : 0 < c := by rw [hc]; positivity
  -- one-dimensional Lorentzian sums converge
  have hg : Summable (fun m : ℤ => 1 / (1 + c * (m : ℝ) ^ 2)) := by
    refine Summable.of_nonneg_of_le (fun m => by positivity) (fun m => ?_)
      ((((Real.summable_one_div_int_pow (p := 2)).mpr one_lt_two).mul_left (1 / c)).add
        (hasSum_ite_eq (0 : ℤ) (1 : ℝ)).summable)
    by_cases hm : m = 0
    · subst hm
      simp
    · have hm' : (m : ℝ) ≠ 0 := by exact_mod_cast hm
      rw [if_neg hm, add_zero, div_mul_div_comm, one_mul]
      exact one_div_le_one_div_of_le (by positivity) (by linarith)
  have h0 : ∀ m : ℤ, 0 ≤ 1 / (1 + c * (m : ℝ) ^ 2) := fun m => by positivity
  have hprod := hg.mul_of_nonneg (hg.mul_of_nonneg hg h0 h0) h0
    (fun p => mul_nonneg (h0 _) (h0 _))
  -- a constant multiple of the product of three Lorentzians dominates the lattice terms
  refine Summable.of_nonneg_of_le (fun n => by unfold latticeTerm; positivity) ?_
    ((hprod.comp_injective (Subtype.val_injective (p := fun n : ℤ × ℤ × ℤ => n ≠ 0))).mul_left
      (1 / (2 * π / L) ^ 2))
  rintro ⟨⟨x, y, z⟩, hn⟩
  have hk := le_waveNumber hL hn
  have hb : 0 < 2 * π / L := by positivity
  have hw : waveNumber L (x, y, z) ^ 2 * l ^ 2 =
      c * (x : ℝ) ^ 2 + c * (y : ℝ) ^ 2 + c * (z : ℝ) ^ 2 := by
    simp only [waveNumber]
    rw [mul_pow, Real.sq_sqrt (by positivity), hc]
    ring
  change formFactor l (waveNumber L (x, y, z)) ^ 2 / waveNumber L (x, y, z) ^ 2 ≤
    1 / (2 * π / L) ^ 2 * (1 / (1 + c * (x : ℝ) ^ 2) *
      (1 / (1 + c * (y : ℝ) ^ 2) * (1 / (1 + c * (z : ℝ) ^ 2))))
  rw [formFactor_eq hl, hw]
  have hx : 0 ≤ c * (x : ℝ) ^ 2 := by positivity
  have hy : 0 ≤ c * (y : ℝ) ^ 2 := by positivity
  have hz : 0 ≤ c * (z : ℝ) ^ 2 := by positivity
  generalize c * (x : ℝ) ^ 2 = X at *
  generalize c * (y : ℝ) ^ 2 = Y at *
  generalize c * (z : ℝ) ^ 2 = Z at *
  obtain ⟨T, hT⟩ : ∃ T : ℝ, T = 1 + (X + Y + Z) := ⟨_, rfl⟩
  rw [← hT]
  have hT1 : 1 ≤ T := by linarith
  have hT0 : 0 < T := by linarith
  have hXT : 1 + X ≤ T := by linarith
  have hYT : 1 + Y ≤ T := by linarith
  have hZT : 1 + Z ≤ T := by linarith
  have hXYZ : (1 + X) * ((1 + Y) * (1 + Z)) ≤ T ^ 4 :=
    calc _ ≤ T * (T * T) := by gcongr
      _ = T ^ 3 := by ring
      _ ≤ T ^ 4 := pow_le_pow_right₀ hT1 (by norm_num)
  calc (1 / T ^ 2) ^ 2 / waveNumber L (x, y, z) ^ 2
      = 1 / waveNumber L (x, y, z) ^ 2 * (1 / T ^ 4) := by ring
    _ ≤ 1 / (2 * π / L) ^ 2 * (1 / ((1 + X) * ((1 + Y) * (1 + Z)))) :=
        mul_le_mul (one_div_le_one_div_of_le (by positivity) (pow_le_pow_left₀ hb.le hk 2))
          (one_div_le_one_div_of_le (by positivity) hXYZ) (by positivity) (by positivity)
    _ = _ := by simp only [one_div, mul_inv]
```

## (f) Each term under spreading

Write \(F_l\) for the form factor at decay length \(l\). For \(0<l\le l'\), show that

\[ \frac{F_{l'}(|G|)^2}{|G|^2}\le\frac{F_l(|G|)^2}{|G|^2}. \]

**Solution.** By part (c), increasing \(l\) can only enlarge the denominator of \(F_l\), which is positive. Squaring and dividing by \(|G|^2\) preserve the inequality. After substituting the closed form, `gcongr` carries out this comparison.

```lean
/-- No lattice term increases when the decay length grows from `l > 0` to `l' ≥ l`. -/
theorem latticeTerm_le (L : ℝ) {l l' : ℝ} (hl : 0 < l) (h : l ≤ l')
    (n : {n : ℤ × ℤ × ℤ // n ≠ 0}) : latticeTerm L l' n ≤ latticeTerm L l n := by
  unfold latticeTerm
  rw [formFactor_eq hl, formFactor_eq (hl.trans_le h)]
  gcongr
```

## (g) The energy under spreading

At fixed \(L>0\) and any real \(q\), show that the sum converges for every \(l>0\) and that

\[ E(l)\ge0,\qquad E(l')\le E(l)\ \text{ for }0<l\le l',\qquad \lim_{l\to\infty}E(l)=0. \]

**Solution.** Convergence is part (e). All terms and the prefactor are nonnegative, so \(E\ge0\). Summing part (f) gives the second claim, written `AntitoneOn` on `Ioi 0`. For the limit, each term

\[ \frac{1}{|G|^2(1+|G|^2l^2)^4} \]

tends to zero, and for \(l\ge1\) it is at most its value at \(l=1\). Those values are summable, so dominated convergence lets the limit pass through the sum. In Lean, `hterm` is the termwise limit and `hsum` the exchange.

Physically, the tails of neighbouring clouds overlap until the total density is nearly uniform and the background cancels it. For supercell calculations of charged defects, this describes how the periodic energy of a rigid, unscreened exponential model charge depends on its width in a fixed cubic cell. It gives neither an expansion in \(1/L\) nor a finite-size correction, which would also require the energy of the isolated cloud.

```lean
/-- In a cubic cell of side `L > 0`, the periodic energy of an exponential charge is a
convergent sum and nonnegative for every `l > 0`, does not increase with `l > 0`, and tends
to zero as `l` tends to infinity. -/
theorem periodicEnergy_spreading (q : ℝ) {L : ℝ} (hL : 0 < L) :
    (∀ l, 0 < l → Summable (latticeTerm L l) ∧ 0 ≤ periodicEnergy q L l) ∧
      AntitoneOn (periodicEnergy q L) (Ioi 0) ∧
      Tendsto (periodicEnergy q L) atTop (𝓝 0) := by
  have hnn : ∀ l n, 0 ≤ latticeTerm L l n := fun l n => by unfold latticeTerm; positivity
  refine ⟨fun l hl => ⟨summable_latticeTerm hL hl,
    mul_nonneg (by positivity) (tsum_nonneg (hnn l))⟩, ?_, ?_⟩
  · intro l hl l' hl' h
    exact mul_le_mul_of_nonneg_left (Summable.tsum_le_tsum (latticeTerm_le L hl h)
      (summable_latticeTerm hL hl') (summable_latticeTerm hL hl)) (by positivity)
  · -- every term tends to zero as `l` grows, and the terms at `l = 1` dominate those at larger `l`
    have hterm : ∀ n, Tendsto (fun l => latticeTerm L l n) atTop (𝓝 0) := by
      intro n
      have hk : 0 < waveNumber L n.1 := lt_of_lt_of_le (by positivity) (le_waveNumber hL n.2)
      have h1 : Tendsto (fun l : ℝ => 1 + waveNumber L n.1 ^ 2 * l ^ 2) atTop atTop :=
        tendsto_atTop_add_const_left _ _
          ((tendsto_pow_atTop two_ne_zero).const_mul_atTop (by positivity))
      have h2 := ((tendsto_inv_atTop_zero.comp
        ((tendsto_pow_atTop two_ne_zero).comp h1)).pow 2).div_const (waveNumber L n.1 ^ 2)
      rw [show (0 : ℝ) ^ 2 / waveNumber L n.1 ^ 2 = 0 by simp] at h2
      refine h2.congr' ?_
      filter_upwards [eventually_gt_atTop 0] with l hl
      simp only [latticeTerm, formFactor_eq hl, one_div, Function.comp_apply]
    have hsum := tendsto_tsum_of_dominated_convergence
      (summable_latticeTerm hL one_pos) hterm (by
        filter_upwards [eventually_ge_atTop 1] with l hl n
        rw [Real.norm_of_nonneg (hnn l n)]
        exact latticeTerm_le L one_pos hl n)
    have h := hsum.const_mul (2 * π * q ^ 2 / L ^ 3)
    rw [tsum_zero, mul_zero] at h
    exact h

end

end ExponentialChargeSupercell
```

```lean
#print axioms ExponentialChargeSupercell.periodicEnergy_spreading
-- 'ExponentialChargeSupercell.periodicEnergy_spreading' depends on axioms: [propext, Classical.choice, Quot.sound]
```
